# Response and adjoint gradient of a differentiable self-consistent state with invertible 1 − G_x

After the ground state has converged, a density functional perturbation calculation solves a linear system for the first-order change of the density. If only one observable is wanted, but for many perturbations, a single adjoint system can replace one solve per perturbation. Both steps are justified here for a self-consistent state that is assumed to exist and to depend differentiably on the parameters.

The state x lies in E and the parameters p in P, both real inner product spaces. In a discretised calculation x may be the density, p a set of nuclear displacements or field strengths, and G the map from input to output density. Complex unknowns can be included by splitting them into real and imaginary parts.

In Lean 4 with Mathlib:

```lean
import Mathlib

open Filter Topology
open scoped InnerProductSpace
open ContinuousLinearMap (adjoint)

namespace SelfConsistentResponse

noncomputable section

variable {E P : Type*} [NormedAddCommGroup E] [InnerProductSpace ℝ E]
  [NormedAddCommGroup P] [InnerProductSpace ℝ P]
```

G_x is the derivative of G in the state at fixed parameters. For the density it contains the independent-particle response multiplied by the Hartree and exchange-correlation kernel.

```lean
/-- The derivative `G_x` of the self-consistency map with respect to the state,
at fixed parameters. -/
def stateJacobian (G : E × P → E) (x0 : E) (p0 : P) : E →L[ℝ] E :=
  fderiv ℝ (fun x => G (x, p0)) x0
```

G_p is the derivative in the parameters at fixed state: the response before self-consistency is restored.

```lean
/-- The derivative `G_p` of the self-consistency map with respect to the parameters,
at fixed state. -/
def paramJacobian (G : E × P → E) (x0 : E) (p0 : P) : P →L[ℝ] E :=
  fderiv ℝ (fun p => G (x0, p)) p0
```

For an operator A and a source b, the simplest solver for (1 − A) z = b repeats

z_(n+1) = A z_n + b.

```lean
/-- The fixed-point iteration `z ↦ A z + b`, started from `z0`. -/
def responseIter (A : E →L[ℝ] E) (b z0 : E) : ℕ → E
  | 0 => z0
  | n + 1 => A (responseIter A b z0 n) + b
```

## The response equation

Write DG for the total derivative of G at (x0, p0). By linearity, for changes u of the state and v of the parameters,

DG(u, v) = DG(u, 0) + DG(0, v) = G_x u + G_p v.

In the proof, `h1` and `h2` identify the two terms by the chain rule, and `map_add` joins them. `hG` requires G to be differentiable in both arguments jointly.

```lean
/-- The first-order change of `G` is the sum of the changes due to the state and
to the parameters. -/
theorem fderiv_eq_partials {G : E × P → E} {x0 : E} {p0 : P}
    (hG : DifferentiableAt ℝ G (x0, p0)) (u : E) (v : P) :
    fderiv ℝ G (x0, p0) (u, v) = stateJacobian G x0 p0 u + paramJacobian G x0 p0 v := by
  have h1 : HasFDerivAt (fun x => G (x, p0))
      ((fderiv ℝ G (x0, p0)).comp ((ContinuousLinearMap.id ℝ E).prod (0 : E →L[ℝ] P))) x0 :=
    HasFDerivAt.comp (g := G) (f := fun x => (x, p0)) x0 hG.hasFDerivAt
      ((hasFDerivAt_id x0).prodMk (hasFDerivAt_const p0 x0))
  have h2 : HasFDerivAt (fun p => G (x0, p))
      ((fderiv ℝ G (x0, p0)).comp ((0 : P →L[ℝ] E).prod (ContinuousLinearMap.id ℝ P))) p0 :=
    HasFDerivAt.comp (g := G) (f := fun p => (x0, p)) p0 hG.hasFDerivAt
      ((hasFDerivAt_const x0 p0).prodMk (hasFDerivAt_id p0))
  unfold stateJacobian paramJacobian
  rw [h1.fderiv, h2.fderiv]
  change fderiv ℝ G (x0, p0) (u, v)
    = fderiv ℝ G (x0, p0) (u, 0) + fderiv ℝ G (x0, p0) (0, v)
  rw [← map_add, Prod.mk_add_mk, add_zero, zero_add]
```

Now differentiate x(p) = G(x(p), p) at p0 along v. With z = Dx(p0) v,

z = G_x z + G_p v, hence (1 − G_x) z = G_p v.

The hypothesis `hfix` states self-consistency for all p near p0, so both sides have the same derivative (`he`). Self-consistency at p0 alone would not do: with G = 0, x(p) = p and p0 = 0 on the real line, it holds at p0, yet the derivative of x is 1 while the equation gives z = 0.

```lean
/-- The derivative of a self-consistent state along `v` satisfies the linear response
equation `(1 - G_x) z = G_p v`. -/
theorem response_equation {G : E × P → E} {x : P → E} {p0 : P}
    (hG : DifferentiableAt ℝ G (x p0, p0)) (hx : DifferentiableAt ℝ x p0)
    (hfix : ∀ᶠ p in 𝓝 p0, x p = G (x p, p)) (v : P) :
    (1 - stateJacobian G (x p0) p0) (fderiv ℝ x p0 v) = paramJacobian G (x p0) p0 v := by
  have hc : HasFDerivAt (fun p => G (x p, p))
      ((fderiv ℝ G (x p0, p0)).comp ((fderiv ℝ x p0).prod (ContinuousLinearMap.id ℝ P))) p0 :=
    HasFDerivAt.comp (g := G) (f := fun p => (x p, p)) p0 hG.hasFDerivAt
      (hx.hasFDerivAt.prodMk (hasFDerivAt_id p0))
  -- both sides of the self-consistency condition have the same derivative
  have he := hx.hasFDerivAt.unique (hc.congr_of_eventuallyEq hfix)
  have hv : fderiv ℝ x p0 v = stateJacobian G (x p0) p0 (fderiv ℝ x p0 v)
      + paramJacobian G (x p0) p0 v :=
    (DFunLike.congr_fun he v).trans (fderiv_eq_partials hG _ _)
  exact sub_eq_iff_eq_add'.mpr hv
```

If T has a bounded inverse, T⁻¹b solves T z = b, and any solution satisfies z = T⁻¹T z = T⁻¹b. `IsUnit` expresses this invertibility; in finite dimension it is that of a matrix.

```lean
/-- A linear equation with an invertible operator has exactly one solution. -/
theorem existsUnique_solution {T : E →L[ℝ] E} (hT : IsUnit T) (b : E) :
    ∃! z, T z = b := by
  obtain ⟨u, rfl⟩ := hT
  refine ⟨(↑u⁻¹ : E →L[ℝ] E) b, DFunLike.congr_fun u.mul_inv b, ?_⟩
  intro z hz
  have h : (↑u⁻¹ : E →L[ℝ] E) ((u : E →L[ℝ] E) z) = z := DFunLike.congr_fun u.inv_mul z
  exact h.symm.trans (congrArg (↑u⁻¹ : E →L[ℝ] E) hz)
```

## One adjoint solve for the gradient

Let g be a differentiable observable of the state, without explicit dependence on p, and let (1 − G_x)ᵀ y = ∇g. Then

D(g∘x) v = ⟨∇g, z⟩ = ⟨(1 − G_x)ᵀ y, z⟩ = ⟨y, (1 − G_x) z⟩ = ⟨y, G_p v⟩ = ⟨G_pᵀ y, v⟩.

The final rewrites follow this chain. Transposes are Hilbert adjoints, which is why E and P are now complete. `HasGradientAt` says that g(x(p)) is differentiable with the stated gradient.

```lean
/-- If `y` solves the adjoint equation `(1 - G_x)ᵀ y = ∇g`, then `G_pᵀ y` is the gradient
of the observable `g(x(p))` with respect to the parameters. -/
theorem adjoint_gradient [CompleteSpace E] [CompleteSpace P]
    {G : E × P → E} {x : P → E} {g : E → ℝ} {p0 : P}
    (hG : DifferentiableAt ℝ G (x p0, p0)) (hx : DifferentiableAt ℝ x p0)
    (hg : DifferentiableAt ℝ g (x p0)) (hfix : ∀ᶠ p in 𝓝 p0, x p = G (x p, p)) {y : E}
    (hy : adjoint (1 - stateJacobian G (x p0) p0) y = gradient g (x p0)) :
    HasGradientAt (fun p => g (x p)) (adjoint (paramJacobian G (x p0) p0) y) p0 := by
  rw [hasGradientAt_iff_hasFDerivAt]
  have h := HasFDerivAt.comp (g := g) (f := x) p0 hg.hasGradientAt.hasFDerivAt hx.hasFDerivAt
  refine HasFDerivAt.congr_fderiv h ?_
  ext v
  change ⟪gradient g (x p0), fderiv ℝ x p0 v⟫_ℝ
    = ⟪adjoint (paramJacobian G (x p0) p0) y, v⟫_ℝ
  -- move the operators to the right and use the response equation
  rw [← hy, ContinuousLinearMap.adjoint_inner_left, ContinuousLinearMap.adjoint_inner_left,
    response_equation hG hx hfix]
```

Invertibility of 1 − G_x makes both equations uniquely solvable, because (Tᵀ)⁻¹ = (T⁻¹)ᵀ; this is `hinv.star`. The theorem says that z solves the response equation exactly when it is the derivative of x along v, that there is exactly one adjoint vector y, and that G_pᵀ y is the gradient.

```lean
/-- For invertible `1 - G_x`, the response along `v` is the unique solution of
`(1 - G_x) z = G_p v`; the adjoint equation has a unique solution `y`, and the gradient of
`g(x(p))` is `G_pᵀ y`. -/
theorem response_and_adjoint_gradient [CompleteSpace E] [CompleteSpace P]
    {G : E × P → E} {x : P → E} {g : E → ℝ} {p0 : P}
    (hG : DifferentiableAt ℝ G (x p0, p0)) (hx : DifferentiableAt ℝ x p0)
    (hg : DifferentiableAt ℝ g (x p0)) (hfix : ∀ᶠ p in 𝓝 p0, x p = G (x p, p))
    (hinv : IsUnit (1 - stateJacobian G (x p0) p0)) :
    (∀ v z, (1 - stateJacobian G (x p0) p0) z = paramJacobian G (x p0) p0 v
      ↔ z = fderiv ℝ x p0 v) ∧
    (∃! y, adjoint (1 - stateJacobian G (x p0) p0) y = gradient g (x p0)) ∧
    (∀ y, adjoint (1 - stateJacobian G (x p0) p0) y = gradient g (x p0) →
      HasGradientAt (fun p => g (x p)) (adjoint (paramJacobian G (x p0) p0) y) p0) := by
  refine ⟨fun v z => ⟨fun hz => ?_, fun hz => ?_⟩, ?_, fun y hy => ?_⟩
  · exact (existsUnique_solution hinv _).unique hz (response_equation hG hx hfix v)
  · rw [hz]
    exact response_equation hG hx hfix v
  · -- the adjoint of an invertible operator is invertible
    exact existsUnique_solution hinv.star _
  · exact adjoint_gradient hG hx hg hfix hy
```

Without invertibility this can fail. Take G(x, p) = x on the real line: every differentiable x(p) is self-consistent, every z solves 0·z = 0, and 0·y = g′ has no solution when g′ ≠ 0.

## Errors of iterative solutions

If (1 − A) z = b, then z = A z + b. Subtracting this from the iteration gives

z_(n+1) − z = A(z_n − z), so ‖z_n − z‖ ≤ ‖A‖ⁿ ‖z_0 − z‖.

The proof is an induction on n, with `e` as the error recursion.

```lean
/-- After `n` steps the error of the fixed-point iteration is at most `‖A‖ ^ n` times
the initial error. -/
theorem responseIter_error {A : E →L[ℝ] E} {b z : E} (hz : (1 - A) z = b) (z0 : E) (n : ℕ) :
    ‖responseIter A b z0 n - z‖ ≤ ‖A‖ ^ n * ‖z0 - z‖ := by
  have h : z - A z = b := hz
  induction n with
  | zero => simp [responseIter]
  | succ n ih =>
    -- one step applies `A` to the error
    have e : responseIter A b z0 (n + 1) - z = A (responseIter A b z0 n - z) := by
      change A (responseIter A b z0 n) + b - z = _
      rw [map_sub]
      linear_combination (norm := module) (-1 : ℝ) • h
    rw [e]
    calc ‖A (responseIter A b z0 n - z)‖ ≤ ‖A‖ * ‖responseIter A b z0 n - z‖ := A.le_opNorm _
      _ ≤ ‖A‖ * (‖A‖ ^ n * ‖z0 - z‖) := mul_le_mul_of_nonneg_left ih (norm_nonneg _)
      _ = ‖A‖ ^ (n + 1) * ‖z0 - z‖ := by ring
```

For ‖A‖ < 1 the bound tends to zero, which squeezes the error to zero. The condition is sufficient; damping and preconditioning are not modelled.

```lean
/-- If `‖A‖ < 1`, the fixed-point iteration converges to the solution of `(1 - A) z = b`
from every starting vector. -/
theorem responseIter_tendsto {A : E →L[ℝ] E} {b z : E} (hA : ‖A‖ < 1)
    (hz : (1 - A) z = b) (z0 : E) :
    Tendsto (responseIter A b z0) atTop (𝓝 z) := by
  rw [tendsto_iff_norm_sub_tendsto_zero]
  refine squeeze_zero (fun n => norm_nonneg _) (responseIter_error hz z0) ?_
  simpa using (tendsto_pow_atTop_nhds_zero_of_lt_one (norm_nonneg A) hA).mul_const ‖z0 - z‖
```

For the adjoint equation, take A = G_xᵀ and b = ∇g, with iterates y_n. The gradient error is G_pᵀ(y_n − y), and transposition preserves operator norms (`hA`, `hB`), so

‖G_pᵀ y_n − ∇(g∘x)‖ ≤ ‖G_p‖ ‖G_x‖ⁿ ‖y_0 − y‖.

```lean
/-- The gradient computed from `n` steps of the adjoint iteration has an error of at most
`‖G_p‖ ‖G_x‖ ^ n` times the initial error of the adjoint vector. -/
theorem iterated_gradient_error [CompleteSpace E] [CompleteSpace P]
    {G : E × P → E} {x : P → E} {g : E → ℝ} {p0 : P}
    (hG : DifferentiableAt ℝ G (x p0, p0)) (hx : DifferentiableAt ℝ x p0)
    (hg : DifferentiableAt ℝ g (x p0)) (hfix : ∀ᶠ p in 𝓝 p0, x p = G (x p, p)) {y : E}
    (hy : adjoint (1 - stateJacobian G (x p0) p0) y = gradient g (x p0)) (y0 : E) (n : ℕ) :
    ‖adjoint (paramJacobian G (x p0) p0)
        (responseIter (adjoint (stateJacobian G (x p0) p0)) (gradient g (x p0)) y0 n)
      - gradient (fun p => g (x p)) p0‖
      ≤ ‖paramJacobian G (x p0) p0‖ * (‖stateJacobian G (x p0) p0‖ ^ n * ‖y0 - y‖) := by
  rw [(adjoint_gradient hG hx hg hfix hy).gradient, ← map_sub]
  have hadj : adjoint (1 - stateJacobian G (x p0) p0)
      = 1 - adjoint (stateJacobian G (x p0) p0) := by
    rw [← ContinuousLinearMap.star_eq_adjoint, ← ContinuousLinearMap.star_eq_adjoint,
      star_sub, star_one]
  rw [hadj] at hy
  -- transposition preserves the operator norm
  have hA : ‖adjoint (stateJacobian G (x p0) p0)‖ = ‖stateJacobian G (x p0) p0‖ :=
    LinearIsometryEquiv.norm_map _ _
  have hB : ‖adjoint (paramJacobian G (x p0) p0)‖ = ‖paramJacobian G (x p0) p0‖ :=
    LinearIsometryEquiv.norm_map _ _
  have h := responseIter_error hy y0 n
  rw [hA] at h
  refine (ContinuousLinearMap.le_opNorm _ _).trans ?_
  rw [hB]
  exact mul_le_mul_of_nonneg_left h (norm_nonneg _)
```

Finally, let T z = b and Tᵀ y = c, with approximate solutions z′ and y′. Since b − T z′ = T(z − z′),

⟨c, z⟩ − ⟨c, z′⟩ − ⟨y′, b − T z′⟩ = ⟨y, T(z − z′)⟩ − ⟨y′, T(z − z′)⟩ = ⟨y − y′, T(z − z′)⟩.

With T = 1 − G_x, b = G_p v and c = ∇g, ⟨c, z⟩ is the derivative of the observable along v. Without the residual term ⟨y′, b − T z′⟩ the error would be ⟨y, T(z − z′)⟩; with it, y is replaced by the error y − y′. The proof substitutes b and c, moves the adjoints across and expands.

```lean
/-- Let `T z = b` and `Tᵀ y = c`. For any approximations `z'` and `y'`, the estimate `⟨c, z'⟩ + ⟨y',
b - T z'⟩` of `⟨c, z⟩` has the error `⟨y - y', T (z - z')⟩`, which is bilinear in `y - y'` and `z -
z'`. -/
theorem corrected_derivative_error [CompleteSpace E] {T : E →L[ℝ] E} {b c z y : E}
    (hz : T z = b) (hy : adjoint T y = c) (z' y' : E) :
    ⟪c, z⟫_ℝ - (⟪c, z'⟫_ℝ + ⟪y', b - T z'⟫_ℝ) = ⟪y - y', T (z - z')⟫_ℝ := by
  subst hz
  subst hy
  rw [ContinuousLinearMap.adjoint_inner_left, ContinuousLinearMap.adjoint_inner_left]
  simp only [map_sub, inner_sub_left, inner_sub_right]
  ring

end

end SelfConsistentResponse
```

```lean
#print axioms SelfConsistentResponse.response_and_adjoint_gradient
-- 'SelfConsistentResponse.response_and_adjoint_gradient' depends on axioms: [propext, Classical.choice, Quot.sound]
#print axioms SelfConsistentResponse.responseIter_tendsto
-- 'SelfConsistentResponse.responseIter_tendsto' depends on axioms: [propext, Classical.choice, Quot.sound]
#print axioms SelfConsistentResponse.iterated_gradient_error
-- 'SelfConsistentResponse.iterated_gradient_error' depends on axioms: [propext, Classical.choice, Quot.sound]
#print axioms SelfConsistentResponse.corrected_derivative_error
-- 'SelfConsistentResponse.corrected_derivative_error' depends on axioms: [propext, Classical.choice, Quot.sound]
```
